# Jastrow transformation of an annihilation operator for finitely many fermionic modes with symmetric, zero-diagonal pair parameters

When a lattice Hamiltonian H is transformed to J H J⁻¹ with a Jastrow factor J and the result is applied to an occupation state, each removal of a particle changes the Jastrow weight, and the calculation needs the ratio of the new weight to the old one. The ratio can be obtained from a single sum over the occupied modes, without evaluating the double sum in the exponent twice.

Let a_r annihilate and c_r create a fermion in mode r, where a mode may be a site together with a spin. Let n_p = c_p a_p be the number operator, and let V_pq be complex pair parameters. Define

W_r = Σ_q V_rq n_q,  D = (1/2) Σ_pq V_pq n_p n_q.

If V is symmetric with zero diagonal, then for every mode r

exp(D) a_r exp(−D) = exp(−W_r) a_r.

Here J = exp(D). For the opposite order, exp(−D) a_r exp(D), replace V by −V in the formula. For real V, a pair of occupied modes p ≠ q contributes the factor exp(V_pq) to the weight exp(D), so a negative V_pq suppresses configurations in which both are occupied. V describes correlation and is dimensionless; it is not the Coulomb interaction.

Suppose modes 0, 1 and 2 are occupied and all others are empty, with V_01 = −0.3 and V_02 = −0.1. Removing the particle in mode 0 multiplies the weight by exp(0.4), whatever V_12 is. In a hop from mode 0 to an empty mode 3, this is the first of two factors. The second, for the insertion, is exp(V_31 + V_32); it follows from the analogous rule for c_r, which is not proved below.

```lean
import Mathlib

open NormedSpace

namespace JastrowSimilarity

noncomputable section

variable {M N : Type*} [Fintype M] [DecidableEq M] [Fintype N] [DecidableEq N]
```

## Anticommutation: each operator shifts one occupation

Physically, the canonical anticommutation relations (CAR) express Fermi statistics in an orthonormal set of modes:

a_p a_q + a_q a_p = 0,  c_p c_q + c_q c_p = 0,  a_p c_q + c_q a_p = δ_pq.

`IsCAR a c` collects them. The letter `c` stands for creation, although many texts use it for annihilation. The matrices `c p` need not be the adjoints of `a p`; the usual case c_p = a_p† is included.

```lean
/-- The canonical anticommutation relations for annihilation matrices `a` and
creation matrices `c`. -/
structure IsCAR (a c : M → Matrix N N ℂ) : Prop where
  aa : ∀ p q, a p * a q + a q * a p = 0
  cc : ∀ p q, c p * c q + c q * c p = 0
  ac : ∀ p q, a p * c q + c q * a p = if p = q then 1 else 0
```

The next definitions are n_p, W_r and D. The name `potential` for W_r refers to the sum of pair parameters felt at mode r.

```lean
/-- The number operator `n_p = c_p a_p`. -/
def num (a c : M → Matrix N N ℂ) (p : M) : Matrix N N ℂ := c p * a p

/-- The operator `W_r = ∑_q V_rq n_q`, the potential that the occupied modes create at `r`. -/
def potential (a c : M → Matrix N N ℂ) (V : M → M → ℂ) (r : M) : Matrix N N ℂ :=
  ∑ q, V r q • num a c q

/-- The Jastrow operator `D = (1/2) ∑_pq V_pq n_p n_q`. -/
def jastrow (a c : M → Matrix N N ℂ) (V : M → M → ℂ) : Matrix N N ℂ :=
  (1 / 2 : ℂ) • ∑ p, ∑ q, V p q • (num a c p * num a c q)
```

By hand, the relations enter through the commutation of n_p with a_r:

n_p a_r = c_p a_p a_r = −c_p a_r a_p = −(δ_pr − a_r c_p) a_p = a_r n_p − δ_pr a_r.

For creation,

n_p c_r = c_p (δ_pr − c_r a_p) = δ_pr c_p + c_r c_p a_p = c_r n_p + δ_pr c_r.

For p ≠ q, n_p therefore commutes with both c_q and a_q, and hence with n_q. For p = q there is nothing to show.

The three lemmas below are these three statements. In the first two, `linear_combination` receives the relations with the factors that multiply them from the left or right, and `noncomm_ring` checks the remaining identity without reordering operators.

```lean
variable {a c : M → Matrix N N ℂ} {V : M → M → ℂ}

omit [Fintype M] in
/-- Under the canonical anticommutation relations, `a r` lowers the occupation of `r` by one and
leaves the other occupations alone. -/
theorem num_mul_annihilation (h : IsCAR a c) (p r : M) :
    num a c p * a r = a r * num a c p + (if p = r then (-1 : ℂ) else 0) • a r := by
  by_cases hpr : p = r
  · subst hpr
    have h1 : a p * c p + c p * a p = 1 := by simpa using h.ac p p
    rw [if_pos rfl, neg_smul, one_smul]
    unfold num
    linear_combination (norm := noncomm_ring) c p * h.aa p p - h1 * a p
  · have h1 : a r * c p + c p * a r = 0 := by simpa [Ne.symm hpr] using h.ac r p
    rw [if_neg hpr, zero_smul, add_zero]
    unfold num
    linear_combination (norm := noncomm_ring) c p * h.aa p r - h1 * a p

omit [Fintype M] in
/-- Under the canonical anticommutation relations, `c r` raises the occupation of `r` by one and
leaves the other occupations alone. -/
theorem num_mul_creation (h : IsCAR a c) (p r : M) :
    num a c p * c r = c r * num a c p + (if p = r then (1 : ℂ) else 0) • c r := by
  by_cases hpr : p = r
  · subst hpr
    have h1 : a p * c p + c p * a p = 1 := by simpa using h.ac p p
    rw [if_pos rfl, one_smul]
    unfold num
    linear_combination (norm := noncomm_ring) c p * h1 - h.cc p p * a p
  · have h1 : a p * c r + c r * a p = 0 := by simpa [hpr] using h.ac p r
    rw [if_neg hpr, zero_smul, add_zero]
    unfold num
    linear_combination (norm := noncomm_ring) c p * h1 - h.cc p r * a p

omit [Fintype M] in
/-- Under the canonical anticommutation relations, the number operators of any two modes commute. -/
theorem num_commute (h : IsCAR a c) (p q : M) : Commute (num a c p) (num a c q) := by
  by_cases hpq : p = q
  · subst hpq
    exact Commute.refl _
  · have ha := num_mul_annihilation h p q
    have hc := num_mul_creation h p q
    rw [if_neg hpq, zero_smul, add_zero] at ha hc
    exact Commute.mul_right hc ha
```

For arbitrary matrices the formula fails. Take two modes with all a_p and c_p equal to the 1×1 matrix 1, and V_01 = V_10 = 1 with zero diagonal: the left side is 1 and the right side is exp(−1). Fermi statistics is more than the argument needs, however. Hard-core bosons, whose operators commute between different sites, obey the same shift rules and the same formula.

## Symmetric V: both members of a pair count equally

Symmetry says that the parameter for the pair (p, q) does not depend on the order in which the modes are named. The derivation uses it when a_r is moved through D. Summing the shift rule with weights V_pq gives

W_p a_r = a_r W_p − V_pr a_r.

Since D = (1/2) Σ_p n_p W_p, consider one term:

n_p W_p a_r = n_p a_r W_p − V_pr n_p a_r
= a_r n_p W_p − δ_pr a_r W_p − V_pr n_p a_r.

In the sum over p, the last term contains Σ_p V_pr n_p, which equals W_r because V_pr = V_rp. Hence

D a_r = a_r D − (1/2)(a_r W_r + W_r a_r).

The Lean lemmas treat any matrix `x` that shifts the occupation of r by a number `s` and leaves the others alone; annihilation is the case s = −1. `potential_mul` is the rule for W_p. In `jastrow_mul`, `h1` is the calculation for one p, where the rewrite with `hV p r` uses the symmetry, and `h2` and `h3` evaluate the two extra sums.

```lean
/-- If `x` changes the occupation of mode `r` by `s` and no other occupation, then moving
`x` through the potential at `p` costs `s V_pr`. -/
theorem potential_mul {x : Matrix N N ℂ} {r : M} {s : ℂ}
    (hx : ∀ p, num a c p * x = x * num a c p + (if p = r then s else 0) • x) (p : M) :
    potential a c V p * x = x * potential a c V p + (s * V p r) • x := by
  have h1 : ∀ q, (V p q • num a c q) * x
      = x * (V p q • num a c q) + (if q = r then s * V p q else 0) • x := by
    intro q
    rw [smul_mul_assoc, hx q, mul_smul_comm]
    split_ifs <;> module
  unfold potential
  rw [Finset.sum_mul, Finset.mul_sum, Finset.sum_congr rfl (fun q _ => h1 q),
    Finset.sum_add_distrib, ← Finset.sum_smul, Finset.sum_ite_eq', if_pos (Finset.mem_univ r)]

/-- For symmetric `V`, if `x` changes the occupation of mode `r` by `s` and no other
occupation, then `[D, x] = (s/2) (x W_r + W_r x)`. -/
theorem jastrow_mul (hV : ∀ p q, V p q = V q p) {x : Matrix N N ℂ} {r : M} {s : ℂ}
    (hx : ∀ p, num a c p * x = x * num a c p + (if p = r then s else 0) • x) :
    jastrow a c V * x = x * jastrow a c V
      + (s / 2) • (x * potential a c V r + potential a c V r * x) := by
  have hD : jastrow a c V = (1 / 2 : ℂ) • ∑ p, num a c p * potential a c V p := by
    simp only [jastrow, potential, Finset.mul_sum, mul_smul_comm]
  -- move `x` first through the potential, then through the number operator
  have h1 : ∀ p, num a c p * potential a c V p * x = x * (num a c p * potential a c V p)
      + (if p = r then s else 0) • (x * potential a c V p)
      + (s * V r p) • (num a c p * x) := by
    intro p
    calc num a c p * potential a c V p * x
        = num a c p * x * potential a c V p + (s * V p r) • (num a c p * x) := by
          rw [mul_assoc, potential_mul hx, mul_add, mul_smul_comm, mul_assoc]
      _ = (x * num a c p + (if p = r then s else 0) • x) * potential a c V p
            + (s * V p r) • (num a c p * x) :=
          congrArg (fun y => y * potential a c V p + (s * V p r) • (num a c p * x)) (hx p)
      _ = _ := by rw [add_mul, smul_mul_assoc, mul_assoc, hV p r]
  have h2 : ∑ p, (if p = r then s else 0) • (x * potential a c V p)
      = s • (x * potential a c V r) := by
    simp [ite_smul]
  have h3 : ∑ p, (s * V r p) • (num a c p * x) = s • (potential a c V r * x) := by
    simp only [potential, Finset.sum_mul, Finset.smul_sum, smul_mul_assoc, smul_smul]
  have h4 : (∑ p, num a c p * potential a c V p) * x
      = x * (∑ p, num a c p * potential a c V p)
        + s • (x * potential a c V r) + s • (potential a c V r * x) := by
    rw [Finset.sum_mul, Finset.mul_sum, Finset.sum_congr rfl (fun p _ => h1 p),
      Finset.sum_add_distrib, Finset.sum_add_distrib, h2, h3]
  rw [hD, smul_mul_assoc, h4, mul_smul_comm]
  module
```

Zero diagonal and the CAR alone do not give the formula. For two modes with V_01 = 1 and V_10 = 0, D is n_0 n_1/2, so a_0 acquires exp(−n_1/2), whereas W_0 would predict exp(−n_1). Because the number operators commute, D depends only on the symmetric part of V, and one can replace V by that part before using the formula.

## Finitely many modes: the exponential is a matrix power series

The types `M` and `N` label the modes and the basis states, and both are finite. This stands for a finite lattice or a truncated orbital basis. `N` may be larger than a basis of the Fock space of these modes, for example when the system has further degrees of freedom. It cannot be restricted to a sector of fixed particle number, because a_r and c_r change the particle number. The step to electrons with continuous coordinates, where a Jastrow factor depends on interparticle distances, lies beyond these hypotheses.

Finiteness makes D a finite sum and exp(D) a convergent matrix series. From the rule for W_r,

a_r W_r = W_r a_r + V_rr a_r,

and substitution into the formula for D a_r gives

D a_r = a_r D − (W_r + V_rr/2) a_r.

With S_r = W_r + V_rr/2, this becomes

(S_r + D) a_r = a_r D.

Applying it k times gives (S_r + D)^k a_r = a_r D^k. Division by k! and summation over k yield

exp(S_r + D) a_r = a_r exp(D).

S_r and D are built from commuting number operators, so exp(S_r + D) = exp(S_r) exp(D). Multiplication by exp(−S_r) from the left and by exp(−D) from the right gives, for every symmetric V,

exp(D) a_r exp(−D) = exp(−S_r) a_r.

`exp_intertwine` is the passage from powers to exponentials: `hf` compares the series term by term, and uniqueness of the limit equates the sums. Here `exp` is the matrix exponential, not the exponential of each entry.

```lean
/-- An intertwining relation `X x = x Y` passes to the exponentials of `X` and `Y`. -/
theorem exp_intertwine {X Y x : Matrix N N ℂ} (h : X * x = x * Y) :
    exp X * x = x * exp Y := by
  have hs : SemiconjBy x Y X := h.symm
  -- the two exponential series agree term by term
  have hf : ∀ k : ℕ, ((k.factorial : ℂ)⁻¹ • X ^ k) * x = x * ((k.factorial : ℂ)⁻¹ • Y ^ k) := by
    intro k
    rw [smul_mul_assoc, mul_smul_comm, (hs.pow_right k).eq]
  have key : ∀ f g : ℕ → Matrix N N ℂ, f = g → ∀ u v, HasSum f u → HasSum g v → u = v := by
    rintro f _ rfl u v hu hv
    exact hu.unique hv
  let : NormedRing (Matrix N N ℂ) := Matrix.linftyOpNormedRing
  let : NormedAlgebra ℂ (Matrix N N ℂ) := Matrix.linftyOpNormedAlgebra
  have hX := (NormedSpace.exp_series_hasSum_exp' (𝕂 := ℂ) X).mul_right x
  have hY := (NormedSpace.exp_series_hasSum_exp' (𝕂 := ℂ) Y).mul_left x
  exact key _ _ (funext hf) _ _ hX hY
```

In the next theorem, `hc` states that S_r commutes with D, and `h3` is the relation (S_r + D) a_r = a_r D. `Matrix.exp_add_of_commute` splits the exponential, and `hI` supplies the inverses for the last step.

```lean
/-- Under the canonical anticommutation relations and for every symmetric `V`, the Jastrow
transformation multiplies `a_r` from the left by `exp(-(W_r + V_rr/2))`. -/
theorem jastrow_annihilation_general (h : IsCAR a c) (hV : ∀ p q, V p q = V q p) (r : M) :
    exp (jastrow a c V) * a r * exp (-jastrow a c V)
      = exp (-(potential a c V r + (V r r / 2) • 1)) * a r := by
  have hx := fun p => num_mul_annihilation h p r
  have h2 := potential_mul (V := V) hx r
  have hn : ∀ q, Commute (jastrow a c V) (num a c q) := fun q =>
    ((Commute.sum_right _ _ _ fun p _ => Commute.sum_right _ _ _ fun t _ =>
      ((num_commute h q p).mul_right (num_commute h q t)).smul_right _).smul_right _).symm
  have hc : Commute (potential a c V r + (V r r / 2) • 1) (jastrow a c V) :=
    ((Commute.sum_right _ _ _ fun q _ => (hn q).smul_right _).add_right
      ((Commute.one_right _).smul_right _)).symm
  have h3 : (potential a c V r + (V r r / 2) • 1 + jastrow a c V) * a r
      = a r * jastrow a c V := by
    rw [add_mul, add_mul, smul_mul_assoc, one_mul, jastrow_mul hV hx]
    linear_combination (norm := module) (1 / 2 : ℂ) • h2
  -- exponentiate, factorise, and move the factors to the other side
  have e := exp_intertwine h3
  rw [Matrix.exp_add_of_commute _ _ hc] at e
  generalize potential a c V r + (V r r / 2) • 1 = S at e ⊢
  have hI : ∀ X : Matrix N N ℂ, exp X * exp (-X) = 1 := fun X => by
    rw [← Matrix.exp_add_of_commute _ _ (Commute.refl X).neg_right, add_neg_cancel, exp_zero]
  have hS : exp (-S) * exp S = 1 := by simpa using hI (-S)
  have h4 : exp (jastrow a c V) * a r = exp (-S) * (a r * exp (jastrow a c V)) := by
    rw [← e, mul_assoc (exp S), ← mul_assoc (exp (-S)), hS, one_mul]
  rw [h4, mul_assoc, mul_assoc, hI, mul_one]
```

With infinitely many modes, the sums in W_r and D need convergence conditions. D may also be unbounded, and then its power series need not converge on every state.

## Zero diagonal: no one-body term in the exponent

For fermions n_p² = n_p, so a diagonal parameter contributes V_pp n_p/2 to D. This is a one-body weight for mode p and not a correlation between particles. Setting V_pp = 0 leaves only pairs of different modes in the exponent.

The derivation uses this condition once, at the end, where S_r becomes W_r. The proof does the same: `simpa` inserts `h0 r` into the general theorem. The hypothesis `h0` is stated for all modes, but only the entry for r is used.

```lean
/-- Under the canonical anticommutation relations and for symmetric `V` with zero diagonal,
`exp(D) a_r exp(-D) = exp(-∑_q V_rq n_q) a_r`. -/
theorem jastrow_annihilation (h : IsCAR a c) (hV : ∀ p q, V p q = V q p)
    (h0 : ∀ p, V p p = 0) (r : M) :
    exp (jastrow a c V) * a r * exp (-jastrow a c V)
      = exp (-∑ q, V r q • num a c q) * a r := by
  simpa [h0 r, potential] using jastrow_annihilation_general h hV r
```

With a nonzero diagonal, a_r acquires the additional constant factor exp(−V_rr/2). For a single mode with V_00 = 2, the left side is exp(−1) a_0, while exp(−W_0) a_0 = a_0 because n_0 a_0 = 0. For real V, the constant equals 1 only if V_rr = 0.

## Two modes that satisfy the relations

An explicit example shows that `IsCAR` can be fulfilled by nonzero matrices. In the basis 00, 01, 10, 11, the operator for mode 0 maps 10 to 00 and 11 to 01. The operator for mode 1 maps 01 to 00 and 11 to −10, with the sign that makes the two anticommute. The creation matrices are the transposes, which are the adjoints here because the entries are real.

```lean
/-- Integer matrices of two annihilation operators in the occupation basis 00, 01, 10, 11. -/
def twoModes : Fin 2 → Matrix (Fin 4) (Fin 4) ℤ :=
  ![!![0, 0, 1, 0; 0, 0, 0, 1; 0, 0, 0, 0; 0, 0, 0, 0],
    !![0, 1, 0, 0; 0, 0, 0, 0; 0, 0, 0, -1; 0, 0, 0, 0]]

/-- An integer matrix read as a complex matrix. -/
def toComplex : Matrix (Fin 4) (Fin 4) ℤ →+* Matrix (Fin 4) (Fin 4) ℂ :=
  (Int.castRingHom ℂ).mapMatrix
```

The relations are checked by `decide` on integer matrices, for all pairs of modes. The ring homomorphism `toComplex` then carries each equation over to complex matrices.

```lean
/-- The matrices `twoModes` and their transposes satisfy the canonical anticommutation
relations. -/
theorem isCAR_witness :
    IsCAR (fun p => toComplex (twoModes p)) (fun p => toComplex (twoModes p).transpose) where
  aa p q := by
    have h : ∀ p q, twoModes p * twoModes q + twoModes q * twoModes p = 0 := by
      decide +kernel
    have e := congrArg toComplex (h p q)
    rw [map_add, map_mul, map_mul, map_zero] at e
    exact e
  cc p q := by
    have h : ∀ p q, (twoModes p).transpose * (twoModes q).transpose
        + (twoModes q).transpose * (twoModes p).transpose = 0 := by
      decide +kernel
    have e := congrArg toComplex (h p q)
    rw [map_add, map_mul, map_mul, map_zero] at e
    exact e
  ac p q := by
    have h : ∀ p q, twoModes p * (twoModes q).transpose
        + (twoModes q).transpose * twoModes p = if p = q then 1 else 0 := by
      decide +kernel
    have e := congrArg toComplex (h p q)
    rw [map_add, map_mul, map_mul, apply_ite toComplex, map_one, map_zero] at e
    exact e

end

end JastrowSimilarity
```

```lean
#print axioms JastrowSimilarity.jastrow_annihilation
-- 'JastrowSimilarity.jastrow_annihilation' depends on axioms: [propext, Classical.choice, Quot.sound]
```
